# Smooth solutions of u″ = Qu with equal slopes and equal nonzero values at a point agree there to order n + 2 exactly when their Q agree to order n

A pseudo wavefunction that joins the all-electron one at a radius $r_c$ only in value and slope can leave a jump in the potential obtained by inverting the radial equation. If value and slope match, the value is nonzero, and both functions are smooth enough at $r_c$ and belong to the same angular momentum and energy, the potentials agree at $r_c$ through order $n$ exactly when the wavefunctions agree through order $n+2$.

```lean
import Mathlib

open Filter Topology Finset

namespace PseudopotentialMatching

/-- Two radial functions agree at `rc` in value and in all derivatives up to order `n`. -/
def AgreeTo (n : ℕ) (f g : ℝ → ℝ) (rc : ℝ) : Prop :=
  ∀ k ≤ n, iteratedDeriv k f rc = iteratedDeriv k g rc

/-- Near `rc` the radial function `u` obeys `u'' = Q u`, where at `rc` the function `u` is
`n + 2` times and `Q` is `n` times continuously differentiable. -/
structure IsRadialSolution (n : ℕ) (Q u : ℝ → ℝ) (rc : ℝ) : Prop where
  smooth_u : ContDiffAt ℝ (n + 2 : ℕ) u rc
  smooth_Q : ContDiffAt ℝ n Q rc
  equation : ∀ᶠ r in 𝓝 rc, deriv (deriv u) r = Q r * u r

/-- Differentiating `u'' = Q u` a further `k ≤ n` times expresses the derivative of order `k + 2`
of `u` at `rc` through the derivatives of `Q` and `u` up to order `k`. -/
theorem derivative_recursion {n k : ℕ} {Q u : ℝ → ℝ} {rc : ℝ}
    (h : IsRadialSolution n Q u rc) (hk : k ≤ n) :
    iteratedDeriv (k + 2) u rc = ∑ i ∈ range (k + 1),
      (k.choose i : ℝ) * iteratedDeriv i Q rc * iteratedDeriv (k - i) u rc := by
  have h1 : iteratedDeriv (k + 2) u rc = iteratedDeriv k (Q * u) rc := by
    rw [iteratedDeriv_succ', iteratedDeriv_succ']
    exact Filter.EventuallyEq.iteratedDeriv_eq k h.equation
  have hk2 : k ≤ n + 2 := by omega
  -- the Leibniz rule for the product `Q u`
  rw [h1, iteratedDeriv_mul (h.smooth_Q.of_le (by exact_mod_cast hk))
    (h.smooth_u.of_le (by exact_mod_cast hk2))]

/-- If two solutions in the sense of `IsRadialSolution n` agree at `rc` up to order `k` and their
`Q`s agree there below order `k`, with `k ≤ n`, then the mismatch of the solutions at order `k + 2`
is the mismatch of the `Q`s at order `k` times the value of the solution at `rc`. -/
theorem leading_mismatch {n k : ℕ} {Q₁ Q₂ u₁ u₂ : ℝ → ℝ} {rc : ℝ}
    (h₁ : IsRadialSolution n Q₁ u₁ rc) (h₂ : IsRadialSolution n Q₂ u₂ rc) (hk : k ≤ n)
    (hu : AgreeTo k u₁ u₂ rc)
    (hQ : ∀ i < k, iteratedDeriv i Q₁ rc = iteratedDeriv i Q₂ rc) :
    iteratedDeriv (k + 2) u₁ rc - iteratedDeriv (k + 2) u₂ rc =
      (iteratedDeriv k Q₁ rc - iteratedDeriv k Q₂ rc) * u₁ rc := by
  have h0 : u₁ rc = u₂ rc := by
    simpa only [iteratedDeriv_zero] using hu 0 (Nat.zero_le k)
  -- all terms of the Leibniz sum but the last coincide
  have hs : ∑ i ∈ range k,
        (k.choose i : ℝ) * iteratedDeriv i Q₁ rc * iteratedDeriv (k - i) u₁ rc =
      ∑ i ∈ range k,
        (k.choose i : ℝ) * iteratedDeriv i Q₂ rc * iteratedDeriv (k - i) u₂ rc := by
    refine sum_congr rfl fun i hi => ?_
    rw [hQ i (mem_range.1 hi), hu (k - i) (Nat.sub_le k i)]
  rw [derivative_recursion h₁ hk, derivative_recursion h₂ hk, sum_range_succ, sum_range_succ]
  simp only [Nat.choose_self, Nat.sub_self, iteratedDeriv_zero, Nat.cast_one, one_mul]
  linear_combination hs + iteratedDeriv k Q₂ rc * h0

/-- If two solutions in the sense of `IsRadialSolution n` have equal value and slope at `rc` and
their `Q`s agree there up to order `n`, then the solutions agree up to order `n + 2`. -/
theorem solutions_agree {n : ℕ} {Q₁ Q₂ u₁ u₂ : ℝ → ℝ} {rc : ℝ}
    (h₁ : IsRadialSolution n Q₁ u₁ rc) (h₂ : IsRadialSolution n Q₂ u₂ rc)
    (hval : u₁ rc = u₂ rc) (hslope : deriv u₁ rc = deriv u₂ rc)
    (hQ : AgreeTo n Q₁ Q₂ rc) : AgreeTo (n + 2) u₁ u₂ rc := by
  intro m
  induction m using Nat.strong_induction_on with
  | _ m ih =>
    intro hm
    rcases m with _ | _ | k
    · simpa only [iteratedDeriv_zero] using hval
    · simpa only [zero_add, iteratedDeriv_one] using hslope
    · have hj := leading_mismatch h₁ h₂ (k := k) (by omega)
        (fun j hj => ih j (by omega) (by omega)) (fun i hi => hQ i (by omega))
      rw [hQ k (by omega), sub_self, zero_mul] at hj
      exact sub_eq_zero.1 hj

/-- Matching theorem: for two solutions of `u'' = Q u` in the sense of `IsRadialSolution n` (which
includes the smoothness at `rc`) with equal slopes and equal nonzero values at `rc`, the solutions
agree up to order `n + 2` exactly when the `Q`s agree up to order `n`. -/
theorem solutions_agree_iff {n : ℕ} {Q₁ Q₂ u₁ u₂ : ℝ → ℝ} {rc : ℝ}
    (h₁ : IsRadialSolution n Q₁ u₁ rc) (h₂ : IsRadialSolution n Q₂ u₂ rc)
    (hval : u₁ rc = u₂ rc) (hslope : deriv u₁ rc = deriv u₂ rc) (hne : u₁ rc ≠ 0) :
    AgreeTo (n + 2) u₁ u₂ rc ↔ AgreeTo n Q₁ Q₂ rc := by
  refine ⟨fun hu k => ?_, solutions_agree h₁ h₂ hval hslope⟩
  induction k using Nat.strong_induction_on with
  | _ k ih =>
    intro hk
    have hj := leading_mismatch h₁ h₂ hk (fun j hj => hu j (by omega))
      (fun i hi => ih i hi (by omega))
    rw [hu (k + 2) (by omega), sub_self] at hj
    -- the value at `rc` is nonzero and can be divided out
    exact sub_eq_zero.1 ((mul_eq_zero.1 hj.symm).resolve_right hne)

/-- Near `rc` the function `u` solves the radial Schrödinger equation (Hartree units, `r ≠ 0`)
with angular momentum `l`, energy `E` and potential `V`; at `rc`, `u` is `n + 2` times and `V` is
`n` times continuously differentiable. -/
structure SolvesSchrodinger (n l : ℕ) (E : ℝ) (V u : ℝ → ℝ) (rc : ℝ) : Prop where
  smooth_u : ContDiffAt ℝ (n + 2 : ℕ) u rc
  smooth_V : ContDiffAt ℝ n V rc
  equation : ∀ᶠ r in 𝓝 rc,
    -(1 / 2) * deriv (deriv u) r + ((l : ℝ) * (l + 1) / (2 * r ^ 2) + V r) * u r = E * u r

/-- The part of `Q = l(l+1)/r² + 2(V - E)` that does not depend on the potential, for `r ≠ 0`. -/
noncomputable def centrifugal (l : ℕ) (E : ℝ) : ℝ → ℝ :=
  fun r => (l : ℝ) * (l + 1) / r ^ 2 - 2 * E

/-- The potential-independent part of `Q` is `n` times continuously differentiable at every
`rc > 0`. -/
theorem centrifugal_smooth (n l : ℕ) (E : ℝ) {rc : ℝ} (hrc : 0 < rc) :
    ContDiffAt ℝ n (centrifugal l E) rc := by
  have hsq : ContDiffAt ℝ n (fun r : ℝ => r ^ 2) rc := (contDiff_id.pow 2).contDiffAt
  have hdiv : ContDiffAt ℝ n (fun r : ℝ => (l : ℝ) * (l + 1) / r ^ 2) rc :=
    contDiffAt_const.div hsq (pow_ne_zero 2 hrc.ne')
  have hconst : ContDiffAt ℝ n (fun _ : ℝ => 2 * E) rc := contDiffAt_const
  exact hdiv.sub hconst

/-- At `rc > 0`, a solution of the radial Schrödinger equation solves `u'' = Q u` with
`Q = l(l+1)/r² - 2E + 2V`. -/
theorem SolvesSchrodinger.isRadialSolution {n l : ℕ} {E rc : ℝ} {V u : ℝ → ℝ}
    (h : SolvesSchrodinger n l E V u rc) (hrc : 0 < rc) :
    IsRadialSolution n (centrifugal l E + (V + V)) u rc where
  smooth_u := h.smooth_u
  smooth_Q := (centrifugal_smooth n l E hrc).add (h.smooth_V.add h.smooth_V)
  equation := by
    filter_upwards [h.equation] with r hr
    simp only [Pi.add_apply, centrifugal]
    linear_combination (-2) * hr

/-- Let `u₁` and `u₂` solve the radial Schrödinger equation near `rc > 0` with the same `l` and `E`
and potentials `V₁` and `V₂`, where at `rc` the functions are `n + 2` times and the potentials `n`
times continuously differentiable. If `u₁` and `u₂` have equal slopes and equal nonzero values at
`rc`, they agree there up to order `n + 2` exactly when `V₁` and `V₂` agree up to order `n`. -/
theorem wavefunctions_agree_iff_potentials_agree {n l : ℕ} {E rc : ℝ} {V₁ V₂ u₁ u₂ : ℝ → ℝ}
    (hrc : 0 < rc) (h₁ : SolvesSchrodinger n l E V₁ u₁ rc)
    (h₂ : SolvesSchrodinger n l E V₂ u₂ rc)
    (hval : u₁ rc = u₂ rc) (hslope : deriv u₁ rc = deriv u₂ rc) (hne : u₁ rc ≠ 0) :
    AgreeTo (n + 2) u₁ u₂ rc ↔ AgreeTo n V₁ V₂ rc := by
  rw [solutions_agree_iff (h₁.isRadialSolution hrc) (h₂.isRadialSolution hrc) hval hslope hne]
  -- derivatives of `Q` split into a common part and twice those of the potential
  have key : ∀ V : ℝ → ℝ, ContDiffAt ℝ n V rc → ∀ k ≤ n,
      iteratedDeriv k (centrifugal l E + (V + V)) rc =
        iteratedDeriv k (centrifugal l E) rc + (iteratedDeriv k V rc + iteratedDeriv k V rc) := by
    intro V hV k hk
    have hVk : ContDiffAt ℝ k V rc := hV.of_le (by exact_mod_cast hk)
    have hVV : ContDiffAt ℝ k (V + V) rc := hVk.add hVk
    rw [iteratedDeriv_add (centrifugal_smooth k l E hrc) hVV,
      iteratedDeriv_add hVk hVk]
  constructor
  · intro h k hk
    have hk' := h k hk
    rw [key V₁ h₁.smooth_V k hk, key V₂ h₂.smooth_V k hk] at hk'
    linarith
  · intro h k hk
    rw [key V₁ h₁.smooth_V k hk, key V₂ h₂.smooth_V k hk, h k hk]

/-- The nonzero value is needed: `r - rc` and `sin (r - rc)` solve `u'' = Q u` with `Q = 0` and
`Q = -1` and agree at their common node `rc` up to order two, while the `Q`s differ there. -/
theorem node_breaks_matching (rc : ℝ) :
    IsRadialSolution 0 (fun _ => 0) (fun r => r - rc) rc ∧
    IsRadialSolution 0 (fun _ => -1) (fun r => Real.sin (r - rc)) rc ∧
    AgreeTo 2 (fun r => r - rc) (fun r => Real.sin (r - rc)) rc ∧
    ¬ AgreeTo 0 (fun _ => 0) (fun _ => -1) rc := by
  have d1 : deriv (fun r : ℝ => r - rc) = fun _ => 1 :=
    funext fun r => ((hasDerivAt_id' r).sub_const rc).deriv
  have s1 : deriv (fun r : ℝ => Real.sin (r - rc)) = fun r => Real.cos (r - rc) :=
    funext fun r => (((hasDerivAt_id' r).sub_const rc).sin.congr_deriv (mul_one _)).deriv
  have s2 : deriv (fun r : ℝ => Real.cos (r - rc)) = fun r => -Real.sin (r - rc) :=
    funext fun r => (((hasDerivAt_id' r).sub_const rc).cos.congr_deriv (mul_one _)).deriv
  have two : ∀ f : ℝ → ℝ, iteratedDeriv 2 f = deriv (deriv f) := fun f => by
    rw [iteratedDeriv_succ', iteratedDeriv_one]
  have c1 : ContDiffAt ℝ (0 + 2 : ℕ) (fun r : ℝ => r - rc) rc :=
    (contDiff_id.sub contDiff_const).contDiffAt
  have c2 : ContDiffAt ℝ (0 + 2 : ℕ) (fun r : ℝ => Real.sin (r - rc)) rc :=
    Real.contDiff_sin.contDiffAt.comp rc c1
  refine ⟨⟨c1, contDiffAt_const, ?_⟩, ⟨c2, contDiffAt_const, ?_⟩, ?_, ?_⟩
  · exact Eventually.of_forall fun r => by rw [d1]; simp
  · exact Eventually.of_forall fun r => by rw [s1, s2]; simp
  · intro k hk
    have hcases : k = 0 ∨ k = 1 ∨ k = 2 := by omega
    rcases hcases with rfl | rfl | rfl
    · simp [iteratedDeriv_zero]
    · rw [iteratedDeriv_one, iteratedDeriv_one, d1, s1]; simp
    · rw [two, two, d1, s1, s2]; simp
  · intro h
    have h0 := h 0 le_rfl
    simp only [iteratedDeriv_zero] at h0
    norm_num at h0

end PseudopotentialMatching
```

```lean
#print axioms PseudopotentialMatching.solutions_agree_iff
#print axioms PseudopotentialMatching.wavefunctions_agree_iff_potentials_agree
#print axioms PseudopotentialMatching.node_breaks_matching
```

```
'PseudopotentialMatching.solutions_agree_iff' depends on axioms: [propext, Classical.choice, Quot.sound]
'PseudopotentialMatching.wavefunctions_agree_iff_potentials_agree' depends on axioms: [propext, Classical.choice, Quot.sound]
'PseudopotentialMatching.node_breaks_matching' depends on axioms: [propext, Classical.choice, Quot.sound]
```

## Two derivatives more for the wavefunction than for the potential

The central theorem, `solutions_agree_iff`, concerns two real functions $u_1,u_2$ that satisfy

$$u_i''(r) = Q_i(r)\,u_i(r), \qquad i=1,2,$$

for all $r$ in some neighbourhood of $r_c$. It assumes $u_1(r_c)=u_2(r_c)\neq 0$ and $u_1'(r_c)=u_2'(r_c)$. For every natural number $n$ it then states

$$u_1^{(m)}(r_c)=u_2^{(m)}(r_c)\ \text{ for all } m\le n+2 \iff Q_1^{(k)}(r_c)=Q_2^{(k)}(r_c)\ \text{ for all } k\le n.$$

In the file, `AgreeTo n f g rc` is the agreement of all derivatives of $f$ and $g$ at $r_c$ from order 0, the value itself, through order $n$. The structure `IsRadialSolution n Q u rc` collects the differential equation and the regularity: at $r_c$, $u$ is $n+2$ times and $Q$ is $n$ times continuously differentiable. Infinitely differentiable functions satisfy this for every $n$.

The direction from $Q$ to $u$ is also stated separately, as `solutions_agree`, and there the value at $r_c$ may vanish. Only the way back from $u$ to $Q$ needs it to be nonzero.

## All-electron and pseudo wavefunctions at the core radius

In Hartree units, the radial Schrödinger equation for $u(r)=rR(r)$, with $R$ the radial part of the orbital, is

$$-\tfrac12 u'' + \left(\frac{l(l+1)}{2r^2}+V(r)\right)u = E\,u.$$

Here $l$ is the angular momentum, $E$ the energy and $V$ the potential. Multiplying by $-2$ and rearranging gives $u''=Qu$ with

$$Q(r) = c(r)+2V(r), \qquad c(r)=\frac{l(l+1)}{r^2}-2E .$$

`SolvesSchrodinger` holds the Schrödinger form, and `centrifugal l E` is $c$, which despite its name includes the energy term. The theorem `wavefunctions_agree_iff_potentials_agree` states the equivalence for $V_1,V_2$ in place of $Q_1,Q_2$. It requires $r_c>0$, where $1/r^2$ is smooth, and the same $l$ and $E$ on both sides, so that $c$ is common to both.

For a pseudopotential, $u_1$ is the all-electron function and $u_2$ is the analytic expression chosen for the core region, continued a little beyond $r_c$. It is not the function already glued together at $r_c$: a glued function coincides with $u_1$ outside, so if it were as smooth at $r_c$ as the hypotheses ask, it would agree with $u_1$ there through order $n+2$ automatically.

For a single channel with a local screened potential, the theorem gives the order count behind two familiar constructions. Kerker's conditions match the wavefunction through its second derivative, hence the potential in value ($n=0$); those of Troullier and Martins match it through the fourth derivative, hence the potential through its second ($n=2$).

The wavefunctions need not be normalised. Norm conservation, the existence of a suitable pseudo wavefunction, unscreening and nonlocal potentials do not enter.

## The first mismatch is a jump in Q, or in a derivative of Q, times the wavefunction

Differentiating $u''=Qu$ a further $k\le n$ times with the Leibniz rule gives, at $r_c$,

$$u^{(k+2)} = \sum_{i=0}^{k}\binom{k}{i}\,Q^{(i)}\,u^{(k-i)} .$$

For $k=0$ this is the equation itself, and for $k=1$ it reads $u'''=Qu'+Q'u$. The highest derivative of $Q$ appears only in the term $i=k$, where it multiplies the undifferentiated $u$.

Now write the formula for both solutions and subtract. Suppose that the $u_i$ agree through order $k$ and the $Q_i$ agree at all orders below $k$. Every term with $i<k$ then cancels, and what remains is

$$u_1^{(k+2)}(r_c)-u_2^{(k+2)}(r_c)=\left[Q_1^{(k)}(r_c)-Q_2^{(k)}(r_c)\right]u_1(r_c).$$

Both directions follow from this identity.

**From $Q$ to $u$.** Orders 0 and 1 agree by assumption. If the solutions agree through order $k+1$ for some $k\le n$, the bracket vanishes because the $Q_i$ agree at order $k$, and so the solutions agree at order $k+2$. This continues up to order $n+2$.

**From $u$ to $Q$.** Now the left side vanishes for every $k\le n$. If the $Q_i$ agree below order $k$, the identity says that the bracket times $u_1(r_c)$ is zero. Dividing by $u_1(r_c)\neq0$ gives agreement at order $k$, beginning with $k=0$, where nothing lies below.

For the potentials, $Q_i^{(k)}=c^{(k)}+2V_i^{(k)}$ with the same $c$, so the $Q_i$ agree at order $k$ exactly when the $V_i$ do.

At a node the division fails, and the equivalence can fail with it. The functions $r-r_c$ and $\sin(r-r_c)$ both have value 0, slope 1 and second derivative 0 at $r_c$, but they solve the equation with $Q=0$ and $Q=-1$.

## The same steps in Lean

`derivative_recursion` is the Leibniz formula; the product rule comes from Mathlib's `iteratedDeriv_mul`. `leading_mismatch` is the displayed identity. Its intermediate statement `hs` says that the two sums over $i<k$ are equal, `sum_range_succ` splits off the term $i=k$, and `linear_combination` does the final subtraction, using $u_1(r_c)=u_2(r_c)$.

`solutions_agree` runs a strong induction on the order $m$ of the derivative. The cases $m=0$ and $m=1$ are the assumed value and slope, and the case $m=k+2$ uses `leading_mismatch`. In `solutions_agree_iff`, the converse is a strong induction on the order $k$ of the derivative of $Q$. The division appears there as `mul_eq_zero`: a product is zero, one factor is not, so the other one is.

`SolvesSchrodinger.isRadialSolution` performs the multiplication by $-2$. In the theorem on potentials, the statement `key` splits each derivative of $Q$ into its common part and twice that of $V$, which the file writes as `V + V`. Finally, `node_breaks_matching` verifies the example at a node by computing the derivatives of both functions.

## Differentiating an equation that holds near a point

The proof turns on how the differential equation is stated. If $u''=Qu$ were known only at the single point $r_c$, it would say nothing about $u'''(r_c)$. The structure therefore has

`∀ᶠ r in 𝓝 rc, deriv (deriv u) r = Q r * u r`

where `𝓝 rc` is the neighbourhood filter of $r_c$ and `∀ᶠ` means that the equation holds throughout some neighbourhood, whose size need not be named.

Two functions that coincide near a point have the same derivatives of every order there. Mathlib provides this as `Filter.EventuallyEq.iteratedDeriv_eq`. In `derivative_recursion`, two uses of `iteratedDeriv_succ'` first rewrite the derivative of order $k+2$ of $u$ as the derivative of order $k$ of $u''$. The lemma then replaces $u''$ by the product $Qu$ in one step, with no induction on $k$ and no explicit interval.
